# Local field, second moment and demagnetisation curve of a dipolar-coupled spin pair

Two like spins-1/2, I and S, with the same resonance frequency, have total spin F = I + S. Operators are in units of ħ and energies are angular frequencies. The real constant d is the strength of the secular dipolar coupling, with the dependence on orientation absorbed into it, and may have either sign.

```lean
import Mathlib

open Matrix
open scoped Kronecker

namespace DipolarLocalField

noncomputable section
```

Operators are 4×4 complex matrices whose rows and columns are labelled by a pair of indices, one per spin. Index 0 means spin up (↑) and index 1 spin down (↓).

```lean
/-- Operators on the four-dimensional space of two spins-1/2. -/
abbrev Op := Matrix (Fin 2 × Fin 2) (Fin 2 × Fin 2) ℂ
```

The one-spin matrices are the three Cartesian components and the raising and lowering operators.

```lean
/-- The x component of a single spin-1/2, in units of ħ. -/
def sx : Matrix (Fin 2) (Fin 2) ℂ := !![0, 1 / 2; 1 / 2, 0]

/-- The y component of a single spin-1/2, in units of ħ. -/
def sy : Matrix (Fin 2) (Fin 2) ℂ := !![0, -Complex.I / 2; Complex.I / 2, 0]

/-- The z component of a single spin-1/2, in units of ħ. -/
def sz : Matrix (Fin 2) (Fin 2) ℂ := !![1 / 2, 0; 0, -1 / 2]

/-- The raising operator of a single spin-1/2. -/
def sp : Matrix (Fin 2) (Fin 2) ℂ := !![0, 1; 0, 0]

/-- The lowering operator of a single spin-1/2. -/
def sm : Matrix (Fin 2) (Fin 2) ℂ := !![0, 0; 1, 0]
```

A one-spin matrix `a` becomes an operator of the pair through a Kronecker product with the identity. Thus `onI sz` is Iz, `onS sz` is Sz and `total sz` is Fz.

```lean
/-- A one-spin operator acting on the first spin, `I`. -/
def onI (a : Matrix (Fin 2) (Fin 2) ℂ) : Op := a ⊗ₖ (1 : Matrix (Fin 2) (Fin 2) ℂ)

/-- A one-spin operator acting on the second spin, `S`. -/
def onS (a : Matrix (Fin 2) (Fin 2) ℂ) : Op := (1 : Matrix (Fin 2) (Fin 2) ℂ) ⊗ₖ a

/-- A component of the total spin `F = I + S`. -/
def total (a : Matrix (Fin 2) (Fin 2) ℂ) : Op := onI a + onS a
```

The coupling is D = d(3 Iz Sz − I·S). At resonance offset w, the rotating-frame Hamiltonian is H = D − w Fz.

```lean
/-- The secular dipolar coupling `D = d (3 Iz Sz - I·S)`. -/
def dipolar (d : ℝ) : Op :=
  (d : ℂ) • ((3 : ℂ) • (onI sz * onS sz)
    - (onI sx * onS sx + onI sy * onS sy + onI sz * onS sz))

/-- The rotating-frame Hamiltonian `H = D - w Fz` at resonance offset `w`. -/
def hamiltonian (d w : ℝ) : Op := dipolar d - (w : ℂ) • total sz
```

The squared local field wL² and the second moment M₂ are defined as ratios of traces:

wL² = Tr D² / Tr Fz²

M₂ = −Tr [D,Fx]² / Tr Fx²

Lean's traces are complex numbers, so `localFieldSq` and `secondMoment` take real parts. Parts (b) and (d) show that these traces are real, so nothing is lost.

```lean
/-- The squared local field `wL² = Tr D² / Tr Fz²`. -/
def localFieldSq (d : ℝ) : ℝ :=
  (trace (dipolar d * dipolar d)).re / (trace (total sz * total sz)).re

/-- The commutator `[D, Fx]`. -/
def commFx (d : ℝ) : Op := dipolar d * total sx - total sx * dipolar d

/-- The second moment of the resonance line, `-Tr [D, Fx]² / Tr Fx²`. -/
def secondMoment (d : ℝ) : ℝ :=
  -(trace (commFx d * commFx d)).re / (trace (total sx * total sx)).re
```

The spin state is the high-temperature form ρ = (1 − βH)/4, where the inverse temperature β has the dimension of time. This form is assumed: one β describes both the Zeeman and the dipolar energy.

```lean
/-- The high-temperature spin state `(1 - β H) / 4` at inverse temperature `β`. -/
def state (β d w : ℝ) : Op := (1 / 4 : ℂ) • (1 - (β : ℂ) • hamiltonian d w)
```

## (a) The coupling in terms of spin flips

Write D with raising and lowering operators, showing that

D = d(2 Iz Sz − (I₊S₋ + I₋S₊)/2).

Put Ix = (I₊ + I₋)/2 and Iy = (I₊ − I₋)/(2i), and likewise for S. Then

Ix Sx = (I₊S₊ + I₊S₋ + I₋S₊ + I₋S₋)/4

Iy Sy = (−I₊S₊ + I₊S₋ + I₋S₊ − I₋S₋)/4.

The sum is (I₊S₋ + I₋S₊)/2. Subtracting it, together with Iz Sz, from 3 Iz Sz gives the stated form.

In the proof, `key` is this sum, checked on all sixteen matrix elements; `module` then collects the coefficients.

```lean
/-- The dipolar coupling in flip-flop form, `D = d (2 Iz Sz - (I₊S₋ + I₋S₊) / 2)`. -/
theorem dipolar_eq (d : ℝ) :
    dipolar d = (d : ℂ) • ((2 : ℂ) • (sz ⊗ₖ sz) - (1 / 2 : ℂ) • (sp ⊗ₖ sm + sm ⊗ₖ sp)) := by
  -- the transverse part is half the sum of the two flip-flop terms
  have key : sx ⊗ₖ sx + sy ⊗ₖ sy = (1 / 2 : ℂ) • (sp ⊗ₖ sm + sm ⊗ₖ sp) := by
    ext ⟨i, j⟩ ⟨k, l⟩
    fin_cases i <;> fin_cases j <;> fin_cases k <;> fin_cases l <;>
      simp [sx, sy, sp, sm, Matrix.kroneckerMap_apply, Complex.ext_iff] <;> norm_num
  rw [← key]
  simp only [dipolar, onI, onS, ← Matrix.mul_kronecker_mul, Matrix.mul_one, Matrix.one_mul]
  module
```

## (b) The norms of the total spin components

Show that

Tr Fz² = Tr Fx² = 2.

Expand Fz² = Iz² + Sz² + 2 Iz Sz. Since Iz² and Sz² are each 1/4 times the identity on four states, each has trace 1. The trace of a Kronecker product is the product of the traces, so Tr(Iz Sz) = 0. The x component gives the same sum. Lean writes out the matrix sums directly.

```lean
/-- The total spin components satisfy `Tr Fz² = Tr Fx² = 2`. -/
theorem trace_total_sq :
    trace (total sz * total sz) = 2 ∧ trace (total sx * total sx) = 2 := by
  constructor <;>
    simp [total, onI, onS, sx, sz, Matrix.trace, Matrix.mul_apply, Fintype.sum_prod_type,
      Fin.sum_univ_two, Matrix.kroneckerMap_apply] <;> norm_num
```

## (c) Vanishing traces

Show that

Tr D = 0, Tr Fz = 0, Tr(D Fz) = 0.

Each term of D in part (a) is a product of two traceless one-spin operators, so Tr D = 0. Both terms of Fz contain a traceless factor, so Tr Fz = 0.

In D Fz, the first term gives Iz Sz (Iz + Sz) = (Sz + Iz)/4, which is traceless. In I₊S₋(Iz + Sz), either S₋ or I₊ is left unchanged as a traceless factor, and I₋S₊ behaves in the same way. Lean starts from the form in (a) and sums the matrix elements.

```lean
/-- The dipolar coupling and `Fz` are traceless, and they are orthogonal under the trace. -/
theorem trace_orthogonality (d : ℝ) :
    trace (dipolar d) = 0 ∧ trace (total sz) = 0 ∧ trace (dipolar d * total sz) = 0 := by
  rw [dipolar_eq]
  refine ⟨?_, ?_, ?_⟩ <;>
    simp [total, onI, onS, sp, sm, sz, Matrix.trace, Matrix.mul_apply, Fintype.sum_prod_type,
      Fin.sum_univ_two, Matrix.kroneckerMap_apply] <;> ring
```

## (d) The dipolar traces

Show that

Tr D² = 3d²/2, Tr [D,Fx]² = −9d²/2.

Use the normalised states |↑↑⟩, |↓↓⟩, |t⟩ = (|↑↓⟩ + |↓↑⟩)/√2 and |s⟩ = (|↑↓⟩ − |↓↑⟩)/√2. By (a), D is diagonal in them, with energies d/2, d/2, −d and 0. Hence

Tr D² = (1/4 + 1/4 + 1)d² = 3d²/2.

The operator Fx annihilates |s⟩ and connects |t⟩ to |↑↑⟩ and to |↓↓⟩, with matrix element 1/√2 each. An element of C = [D,Fx] is the energy difference times the element of Fx, so the four nonzero elements are ±(3d/2)/√2. Since C is real and antisymmetric,

Tr C² = −4 · (9d²/4) · (1/2) = −9d²/2.

Lean obtains the same numbers in the product basis, without diagonalising D.

```lean
/-- The dipolar traces are `Tr D² = 3d²/2` and `Tr [D, Fx]² = -9d²/2`. -/
theorem trace_dipolar_sq (d : ℝ) :
    trace (dipolar d * dipolar d) = ((3 / 2 * d ^ 2 : ℝ) : ℂ) ∧
      trace (commFx d * commFx d) = ((-(9 / 2) * d ^ 2 : ℝ) : ℂ) := by
  rw [commFx, dipolar_eq]
  constructor <;>
    simp [total, onI, onS, sp, sm, sx, sz, Matrix.trace, Matrix.mul_apply,
      Fintype.sum_prod_type, Fin.sum_univ_two, Matrix.kroneckerMap_apply] <;> ring
```

## (e) Local field against second moment

Show that, for every real d,

wL² = M₂/3.

Dividing the traces of (d) by those of (b) gives

wL² = (3d²/2)/2 = 3d²/4

M₂ = (9d²/2)/2 = 9d²/4.

The value of M₂ agrees with the spectrum of the pair: two equally strong lines at ±3d/2 from the centre have mean square displacement 9d²/4. The proof substitutes the four traces and simplifies.

```lean
/-- The squared local field of the spin pair is one third of the second moment. -/
theorem localFieldSq_eq_third_secondMoment (d : ℝ) :
    localFieldSq d = secondMoment d / 3 := by
  rw [localFieldSq, secondMoment, (trace_dipolar_sq d).1, (trace_dipolar_sq d).2,
    trace_total_sq.1, trace_total_sq.2, Complex.ofReal_re, Complex.ofReal_re, Complex.re_ofNat]
  ring
```

## (f) Offset and local field combined

Show that

Tr H² = (w² + wL²) Tr Fz².

Keep the order of the operators when squaring:

H² = D² − w D Fz − w Fz D + w² Fz².

The two middle terms have equal traces by cyclicity, and both vanish by (c). The definition of wL² gives Tr D² = wL² Tr Fz², and the result follows. In Lean, `hx` is the expansion, and `Matrix.trace_mul_comm` supplies the cyclicity.

A simulation that builds these 4×4 matrices can be compared with a simple case. At w = d the energies of H are −d/2, 3d/2, −d and 0. Their squares sum to 7d²/2, which equals 2(1 + 3/4)d².

```lean
/-- Offset and local field add in quadrature: `Tr H² = (w² + wL²) Tr Fz²`. -/
theorem trace_hamiltonian_sq (d w : ℝ) :
    trace (hamiltonian d w * hamiltonian d w)
      = ((w ^ 2 + localFieldSq d : ℝ) : ℂ) * trace (total sz * total sz) := by
  have hx : hamiltonian d w * hamiltonian d w = dipolar d * dipolar d
      - (w : ℂ) • (dipolar d * total sz) - (w : ℂ) • (total sz * dipolar d)
      + ((w : ℂ) ^ 2) • (total sz * total sz) := by
    simp only [hamiltonian, sub_mul, mul_sub, Matrix.smul_mul, Matrix.mul_smul]
    module
  -- the traces of the cross terms vanish by trace orthogonality
  rw [hx, trace_add, trace_sub, trace_sub, trace_smul, trace_smul, trace_smul,
    Matrix.trace_mul_comm (total sz) (dipolar d), (trace_orthogonality d).2.2, localFieldSq,
    (trace_dipolar_sq d).1, trace_total_sq.1, Complex.ofReal_re, Complex.re_ofNat]
  simp only [smul_eq_mul]
  push_cast
  ring
```

## (g) Purity and magnetisation

Show that the assumed state satisfies

Tr ρ² = 1/4 + β² Tr H² / 16

Tr(ρ Fz) = βw/2.

Squaring the state gives ρ² = (1 − 2βH + β²H²)/16. The identity has trace 4 and Tr H = 0 by (c), which gives the purity. For the magnetisation, Tr(H Fz) = −w Tr Fz² = −2w, so

Tr(ρ Fz) = (0 + 2βw)/4 = βw/2.

Holding K = β² Tr H² fixed therefore means holding the purity fixed, and βw is twice the magnetisation. The identities are valid for every real β, but ρ is a physical state only while no eigenvalue of βH exceeds 1. Lean's `hH` and `hHF` are the two traces involving H.

```lean
/-- The high-temperature state has purity `Tr ρ² = 1/4 + β² Tr H² / 16` and
magnetisation `Tr (ρ Fz) = β w / 2`. -/
theorem state_purity_and_magnetisation (β d w : ℝ) :
    trace (state β d w * state β d w)
        = 1 / 4 + (β : ℂ) ^ 2 * trace (hamiltonian d w * hamiltonian d w) / 16 ∧
      trace (state β d w * total sz) = (β : ℂ) * w / 2 := by
  obtain ⟨hD, hF, hDF⟩ := trace_orthogonality d
  have hH : trace (hamiltonian d w) = 0 := by
    rw [hamiltonian, trace_sub, trace_smul, hD, hF, smul_zero, sub_zero]
  have hHF : trace (hamiltonian d w * total sz) = -(w : ℂ) * 2 := by
    rw [hamiltonian, sub_mul, Matrix.smul_mul, trace_sub, trace_smul, hDF, trace_total_sq.1,
      smul_eq_mul]
    ring
  have h1 : trace (1 : Op) = 4 := by
    rw [trace_one]
    norm_num [Fintype.card_prod]
  constructor
  · have hx : state β d w * state β d w = (1 / 16 : ℂ) • ((1 : Op)
        - (2 * (β : ℂ)) • hamiltonian d w
        + ((β : ℂ) ^ 2) • (hamiltonian d w * hamiltonian d w)) := by
      simp only [state, Matrix.smul_mul, Matrix.mul_smul, sub_mul, mul_sub, one_mul, mul_one]
      module
    rw [hx, trace_smul, trace_add, trace_sub, trace_smul, trace_smul, hH, h1]
    simp only [smul_eq_mul]
    ring
  · rw [state, Matrix.smul_mul, sub_mul, one_mul, Matrix.smul_mul, trace_smul, trace_sub,
      trace_smul, hF, hHF]
    simp only [smul_eq_mul]
    ring
```

## (h) The inverse temperature at fixed purity

Let d ≠ 0 and K > 0. Show that the two conditions β > 0 and β² Tr H² = K hold together exactly when

β = √(K / Tr Fz²) / √(w² + wL²).

Put X = w² + wL². Since wL² = 3d²/4 > 0, X is positive even at w = 0. By (f) and (b) the condition reads 2β²X = K, so β² = (K/2)/X, and β > 0 selects the positive root. Conversely, the stated β is positive, and squaring it returns the condition. The two halves of the Lean proof are these two directions.

The coupling is needed at resonance. If d = 0 and w = 0, then H = 0, and no β gives β² Tr H² = K > 0.

```lean
/-- For `d ≠ 0` and `K > 0`, the inverse temperature is positive with `β² Tr H² = K` exactly
when `β = √(K / Tr Fz²) / √(w² + wL²)`. -/
theorem inverse_temperature_iff {d K : ℝ} (hd : d ≠ 0) (hK : 0 < K) (β w : ℝ) :
    (0 < β ∧ β ^ 2 * (trace (hamiltonian d w * hamiltonian d w)).re = K) ↔
      β = √(K / (trace (total sz * total sz)).re) / √(w ^ 2 + localFieldSq d) := by
  have hL : 0 < localFieldSq d := by
    rw [localFieldSq, (trace_dipolar_sq d).1, trace_total_sq.1, Complex.ofReal_re,
      Complex.re_ofNat]
    positivity
  have hX : 0 < w ^ 2 + localFieldSq d := by positivity
  rw [trace_hamiltonian_sq, Complex.re_ofReal_mul, trace_total_sq.1, Complex.re_ofNat]
  generalize w ^ 2 + localFieldSq d = X at hX ⊢
  have hK2 : 0 < K / 2 := by positivity
  constructor
  · rintro ⟨hβ, h⟩
    have hq : K / 2 / X = β ^ 2 := by
      rw [div_div, div_eq_iff (by positivity)]
      linarith
    rw [← Real.sqrt_div hK2.le, hq, Real.sqrt_sq hβ.le]
  · rintro rfl
    refine ⟨div_pos (Real.sqrt_pos.2 hK2) (Real.sqrt_pos.2 hX), ?_⟩
    rw [div_pow, Real.sq_sqrt hK2.le, Real.sq_sqrt hX.le]
    field_simp
```

## (i) The demagnetisation curve

Let d ≠ 0, β > 0 and β² Tr H² = K. Show that

βw = c · w/√(w² + wL²), with c = √(K / Tr Fz²) > 0.

By (f), K = 2β²(w² + wL²), which is positive because β and d are nonzero. Part (h) therefore applies, and multiplying its formula by w gives the result. Lean follows the same order: `hK` is the positivity, and `hb` is the formula from (h).

The constant c contains K but not w. Applying the statement at each offset with the same d and K gives the proportionality along a sweep. The sign condition matters: with β = −1 and w = 1 the left side is −1, while the right side is positive.

The constancy of K is a hypothesis. It stands for a slow, reversible sweep during which Zeeman and dipolar energy exchange fast enough to share one temperature. Such a sweep keeps the entropy constant, and to second order in β the entropy is ln 4 − K/8 in units of the Boltzmann constant. The Hamiltonian H alone does not produce the exchange, for a pair or for many spins, because D commutes with Fz and the magnetisation stays constant. In a solid with many coupled spins, a weak transverse radio-frequency field, left out of H, makes the exchange possible.

In this pair model of adiabatic demagnetisation in the rotating frame, wL² can be taken from the dipolar second moment through (e). At high temperature and constant K, a sweep from offset w₀ ≠ 0 to w multiplies the magnetisation by

(w/w₀) · √((w₀² + wL²)/(w² + wL²)).

At w = 0 the magnetisation vanishes while β = c/wL stays finite, so the remaining order is dipolar.

```lean
/-- Adiabatic demagnetisation in the rotating frame: if `d ≠ 0`, `β > 0` and `β² Tr H² = K`,
then `β w` is `w / √(w² + wL²)` times the positive constant `√(K / Tr Fz²)`. -/
theorem adiabatic_demagnetisation {d K β w : ℝ} (hd : d ≠ 0) (hβ : 0 < β)
    (h : β ^ 2 * (trace (hamiltonian d w * hamiltonian d w)).re = K) :
    0 < √(K / (trace (total sz * total sz)).re) ∧
      β * w = √(K / (trace (total sz * total sz)).re)
        * (w / √(w ^ 2 + localFieldSq d)) := by
  -- since β > 0 and the coupling is non-zero, K is positive even at w = 0
  have hK : 0 < K := by
    rw [← h, trace_hamiltonian_sq, Complex.re_ofReal_mul, localFieldSq,
      (trace_dipolar_sq d).1, trace_total_sq.1, Complex.ofReal_re, Complex.re_ofNat]
    positivity
  have hb := (inverse_temperature_iff hd hK β w).1 ⟨hβ, h⟩
  constructor
  · rw [trace_total_sq.1, Complex.re_ofNat]
    positivity
  · calc β * w = √(K / (trace (total sz * total sz)).re)
          / √(w ^ 2 + localFieldSq d) * w := congrArg (· * w) hb
      _ = _ := by ring

end

end DipolarLocalField
```

```lean
#print axioms DipolarLocalField.localFieldSq_eq_third_secondMoment
-- 'DipolarLocalField.localFieldSq_eq_third_secondMoment' depends on axioms: [propext, Classical.choice, Quot.sound]
#print axioms DipolarLocalField.state_purity_and_magnetisation
-- 'DipolarLocalField.state_purity_and_magnetisation' depends on axioms: [propext, Classical.choice, Quot.sound]
#print axioms DipolarLocalField.adiabatic_demagnetisation
-- 'DipolarLocalField.adiabatic_demagnetisation' depends on axioms: [propext, Classical.choice, Quot.sound]
```
